# Non-atomic two-band symmetry data in p3 that one added atomic band makes atomic

Take two bands of spinless electrons in a planar crystal of symmetry p3 with broken time-reversal symmetry. At Γ, K and K′ the Bloch states can be chosen as eigenstates of the 120° rotation about one fixed threefold axis, with eigenvalues $e^{2\pi i j/3}$ and exponents $j\in\{0,1,2\}$. If the exponents are {0,0} at Γ, {0,0} at K and {1,2} at K′, no set of localized orbitals on the threefold axes reproduces them. Once the band of one such orbital, with exponents (1,2,0), is added, three orbitals do.

## Orbitals on threefold axes

```lean
import Mathlib

namespace FragileBandsP3

/-- Threefold rotation about the origin, in fractional coordinates of the triangular lattice. -/
def rot (r : ℚ × ℚ) : ℚ × ℚ := (-r.2, r.1 - r.2)
```

In fractional coordinates for two lattice vectors 120° apart, the 120° rotation sends $(x,y)$ to $(-y,x-y)$.

```lean
/-- A point on the threefold axis labelled by `w`, in fractional coordinates. -/
def site (w : ℤ) : ℚ × ℚ := (2 * w / 3, w / 3)
```

The labels $w=0,1,2$ give the three inequivalent threefold axes.

```lean
/-- The C3 exponent at momentum `κ (1/3, 1/3)` of the band of an orbital with
on-site exponent `l` on the axis `w`; `κ = 0, 1, 2` are Γ, K, K'. -/
def exponent (l w κ : ZMod 3) : ZMod 3 := l + κ * w
```

An orbital that acquires $e^{2\pi i l/3}$ under rotation about its own axis gives a band with exponent $l+\kappa w$ at momentum $\kappa(1/3,1/3)$. `ZMod 3` is the integers modulo 3.

## Counting exponents

```lean
/-- Symmetry data: the multiplicity of each C3 exponent at Γ, K, K' (labelled 0, 1, 2).
Integer entries allow formal differences of bands. -/
abbrev BandData := Fin 3 → ZMod 3 → ℤ
```

`v k j`, written $v_{kj}$ below, counts the states with exponent $j$ at momentum $k$.

```lean
/-- The data of one band with exponents `a`, `b`, `c` at Γ, K, K'. -/
def band (a b c : ZMod 3) : BandData := fun k j =>
  if (if k = 0 then a else if k = 1 then b else c) = j then 1 else 0
```

`band a b c` holds only the symmetry data $(a,b,c)$ of one band, not its dispersion.

```lean
/-- The data of the bands induced by single orbitals on the threefold axes. -/
def atoms : Set BandData :=
  {x | ∃ l w, x = band (exponent l w 0) (exponent l w 1) (exponent l w 2)}
```

`atoms` is the set of atomic bands, not of chemical atoms. Orbitals off the axes add nothing new: their three bands have exponents {0,1,2} at each momentum, like three orbitals $l=0,1,2$ on one axis.

```lean
/-- The data are a sum of atomic bands. -/
abbrev IsAtomicSum (v : BandData) : Prop := v ∈ AddSubmonoid.closure atoms
```

The closure is algebraic: all finite sums, including the empty one.

```lean
/-- The data are a combination of atomic bands with integer coefficients of either sign. -/
abbrev IsAtomicCombination (v : BandData) : Prop := v ∈ AddSubgroup.closure atoms
```

Here subtraction is allowed too.

```lean
/-- The number of bands counted at the momentum `k`. -/
def bandNumber (v : BandData) (k : Fin 3) : ℤ := v k 0 + v k 1 + v k 2
```

This is $N_k=v_{k0}+v_{k1}+v_{k2}$.

```lean
/-- The sum of all C3 exponents over the bands and the three momenta,
with representatives 0, 1, 2. -/
def totalExponent (v : BandData) : ℤ :=
  (v 0 1 + 2 * v 0 2) + (v 1 1 + 2 * v 1 2) + (v 2 1 + 2 * v 2 2)
```

This is $S=\sum_k(v_{k1}+2v_{k2})$.

```lean
/-- The two-band data with exponents {0,0} at Γ, {0,0} at K and {1,2} at K'. -/
def twoBand : BandData := band 0 0 1 + band 0 0 2
```

These are the data of the opening paragraph. Time-reversal symmetry would make the exponents at K′ the negatives of those at K, so it has to be broken here.

## Which data are atomic combinations

```lean
/-- The rotation moves the site `w` by a lattice vector `R`, and at momentum
`k = κ (1/3, 1/3)` the Bloch phase `-k·R`, in units of 2π, is `κ w / 3`. -/
theorem bloch_phase (κ w : ℤ) :
    rot (site w) = ((site w).1 - w, (site w).2) ∧
    -((κ : ℚ) / 3 * ((rot (site w)).1 - (site w).1)
      + (κ : ℚ) / 3 * ((rot (site w)).2 - (site w).2)) = κ * w / 3 := by
  constructor
  · apply Prod.ext
    · simp only [rot, site]
      ring
    · simp only [rot, site]
      ring
  · simp only [rot, site]
    ring
```

The site $(2w/3,w/3)$ rotates to $(-w/3,w/3)$, so $R=(-w,0)$ and $-k\cdot R=\kappa w/3$. Lean unfolds the definitions, and `ring` does the algebra.

In a Bloch sum $\sum_T e^{2\pi i k\cdot T}|T\rangle$, the rotation takes cell $T$ to its rotated image plus $R$. Since $k$ is invariant up to a reciprocal lattice vector, relabelling the cells leaves the factor $e^{-2\pi i k\cdot R}$. This relabelling enters through the definition of `exponent` and is not derived in Lean.

```lean
/-- A triple of exponents at Γ, K, K' comes from an orbital on a threefold axis
exactly when its sum vanishes modulo 3. -/
theorem orbital_iff (a b c : ZMod 3) :
    (∃ l w, exponent l w 0 = a ∧ exponent l w 1 = b ∧ exponent l w 2 = c)
      ↔ a + b + c = 0 := by
  revert a b c
  decide +kernel
```

Forwards, $l+(l+w)+(l+2w)=3(l+w)=0$ modulo 3. Backwards, take $l=a$ and $w=b-a$; then $l+2w=2b-a=-a-b=c$. `decide +kernel` checks all 27 triples.

```lean
/-- The symmetry data of one band whose three exponents sum to zero modulo 3 are those of an atomic
band. -/
theorem band_mem_atoms {a b c : ZMod 3} (h : a + b + c = 0) : band a b c ∈ atoms := by
  obtain ⟨l, w, ha, hb, hc⟩ := (orbital_iff a b c).2 h
  exact ⟨l, w, by rw [ha, hb, hc]⟩
```

This restates the backward direction for `band`.

```lean
/-- Data are an integer combination of atomic bands exactly when the band numbers at
Γ, K, K' agree and the total C3 exponent is divisible by 3. -/
theorem atomicCombination_iff (v : BandData) :
    IsAtomicCombination v ↔
      bandNumber v 1 = bandNumber v 0 ∧ bandNumber v 2 = bandNumber v 0 ∧
        3 ∣ totalExponent v := by
  constructor
  · intro hv
    unfold IsAtomicCombination at hv
    induction hv using AddSubgroup.closure_induction
    · rename_i x hx
      obtain ⟨l, w, rfl⟩ := hx
      revert l w
      decide +kernel
    · simp [bandNumber, totalExponent]
    · rename_i x y hx hy ihx ihy
      simp only [bandNumber, totalExponent, Pi.add_apply] at ihx ihy ⊢
      omega
    · rename_i x hx ihx
      simp only [bandNumber, totalExponent, Pi.neg_apply] at ihx ⊢
      omega
  · rintro ⟨h1, h2, h3⟩
    simp only [bandNumber, totalExponent] at h1 h2 h3
    -- divisibility makes the coefficient s an integer
    have hd : 3 ∣ (v 2 1 - v 0 2 - v 1 2) - (v 2 0 - v 0 0 + v 1 1 + v 1 2) := by omega
    obtain ⟨s, hs⟩ := hd
    obtain ⟨t, ht⟩ : ∃ t, t = v 2 1 - v 0 2 - v 1 2 - s := ⟨_, rfl⟩
    have m : ∀ (n : ℤ) (a b c : ZMod 3), a + b + c = 0 →
        n • band a b c ∈ AddSubgroup.closure atoms := fun n a b c h =>
      zsmul_mem (AddSubgroup.subset_closure (band_mem_atoms h)) n
    -- the explicit combination of seven atomic bands
    have hv : v = (v 0 1 + s - t) • band 1 0 2 + v 0 2 • band 2 0 1
        + (v 1 1 - t) • band 0 1 2 + (v 1 2 + s) • band 0 2 1
        + (v 0 0 - v 1 1 - v 1 2 - s + t) • band 0 0 0
        + (-s) • band 1 2 0 + t • band 1 1 1 := by
      have hk : ∀ k : Fin 3, k = 0 ∨ k = 1 ∨ k = 2 := by decide
      have hj : ∀ j : ZMod 3, j = 0 ∨ j = 1 ∨ j = 2 := by decide
      funext k j
      rcases hk k with rfl | rfl | rfl <;> rcases hj j with rfl | rfl | rfl <;>
        simp (decide := true) only [Pi.add_apply, Pi.smul_apply, smul_eq_mul, band,
          ↓reduceIte] <;> omega
    unfold IsAtomicCombination
    rw [hv]
    exact add_mem (add_mem (add_mem (add_mem (add_mem (add_mem
      (m _ _ _ _ (by decide)) (m _ _ _ _ (by decide))) (m _ _ _ _ (by decide)))
      (m _ _ _ _ (by decide))) (m _ _ _ _ (by decide))) (m _ _ _ _ (by decide)))
      (m _ _ _ _ (by decide))
```

Each atomic band has equal $N_k$ and $3\mid S$, and both properties survive sums and negation; this is the induction in the first half.

Conversely, let $N$ be the common band number. In the code, $(1,2,0)$ has the coefficient $-s$ and $(1,1,1)$ the coefficient $t$. Matching all nine entries with the seven bands requires

$$s+t=v_{21}-v_{02}-v_{12},\qquad t-2s=v_{20}-v_{00}+v_{11}+v_{12}.$$

Subtracting gives $3s=3(N-v_{20})-S$, so $s$ is an integer when $3\mid S$, and $t$ follows. `omega` verifies the entries.

Equal band numbers alone do not suffice: $(0,0,1)$ has $S=1$.

```lean
/-- Data are an integer combination of atomic bands exactly when adding some
sum of atomic bands turns them into a sum of atomic bands. -/
theorem atomicCombination_iff_trivialized (v : BandData) :
    IsAtomicCombination v ↔ ∃ q, IsAtomicSum q ∧ IsAtomicSum (v + q) := by
  constructor
  · intro hv
    unfold IsAtomicCombination at hv
    induction hv using AddSubgroup.closure_induction
    · rename_i x hx
      exact ⟨0, zero_mem _, by rw [add_zero]; exact AddSubmonoid.subset_closure hx⟩
    · exact ⟨0, zero_mem _, by rw [add_zero]; exact zero_mem _⟩
    · rename_i x y hx hy ihx ihy
      obtain ⟨p, hp, hxp⟩ := ihx
      obtain ⟨q, hq, hyq⟩ := ihy
      exact ⟨p + q, add_mem hp hq, by rw [add_add_add_comm]; exact add_mem hxp hyq⟩
    · rename_i x hx ihx
      obtain ⟨p, hp, hxp⟩ := ihx
      exact ⟨x + p, hxp, by rw [neg_add_cancel_left]; exact hp⟩
  · rintro ⟨q, hq, hvq⟩
    have hle : AddSubmonoid.closure atoms ≤ (AddSubgroup.closure atoms).toAddSubmonoid :=
      AddSubmonoid.closure_le.2 AddSubgroup.subset_closure
    have h := sub_mem (show v + q ∈ AddSubgroup.closure atoms from hle hvq)
      (show q ∈ AddSubgroup.closure atoms from hle hq)
    rwa [add_sub_cancel_right] at h
```

If $v+q$ and $q$ are atomic sums, their difference $v$ is a combination. Conversely, an atomic band needs only $q=0$, and for a sum of data one adds the two $q$'s. For $-x$, where $x+p$ and $p$ are atomic sums, take $q=x+p$, since $-x+q=p$.

## Why the two-band data are not atomic

```lean
/-- In a sum of atomic bands, the multiplicities of `a` at Γ and `b` at K together
are at most the number of bands plus the multiplicity of `-a-b` at K'. -/
theorem atomicSum_inequality {v : BandData} (hv : IsAtomicSum v) (a b : ZMod 3) :
    v 0 a + v 1 b ≤ bandNumber v 0 + v 2 (-a - b) := by
  unfold IsAtomicSum at hv
  induction hv using AddSubmonoid.closure_induction
  · rename_i x hx
    obtain ⟨l, w, rfl⟩ := hx
    revert l w a b
    decide +kernel
  · simp [bandNumber]
  · rename_i x y hx hy ihx ihy
    simp only [bandNumber, Pi.add_apply] at ihx ihy ⊢
    linarith
```

For one atomic band the left side is at most 2. It equals 2 only if the exponents at Γ and K are $a$ and $b$; the third is then $-a-b$, and the right side is also 2. Otherwise the left side is at most 1 and the right at least 1. Summing over bands preserves the inequality, which is the induction step.

Being an integer combination with non-negative entries is not enough here: for `twoBand` and $a=b=0$ the inequality would read $4\le 2$.

```lean
/-- The two-band data stay non-atomic when any number `m` of atomic bands
(0,0,0) is added. -/
theorem twoBand_add_not_atomic (m : ℕ) : ¬ IsAtomicSum (twoBand + m • band 0 0 0) := by
  intro h
  have h0 := atomicSum_inequality h 0 0
  -- evaluate pointwise first, then count
  simp only [bandNumber, twoBand, Pi.add_apply, Pi.smul_apply] at h0
  simp (decide := true) only [band, nsmul_eq_mul, ↓reduceIte] at h0
  omega
```

With $m$ copies of $(0,0,0)$ it would read $4+2m\le 2+2m$, which is false for every $m\ge 0$.

```lean
/-- The data {0,0}, {0,0}, {1,2} at Γ, K, K' equal (0,2,1) + (1,0,2) + (0,0,0) - (1,2,0). They are
no sum of atomic bands, but become one when the atomic band (1,2,0) is added. -/
theorem twoBand_fragile :
    twoBand = band 0 2 1 + band 1 0 2 + band 0 0 0 - band 1 2 0 ∧
    ¬ IsAtomicSum twoBand ∧
    band 1 2 0 ∈ atoms ∧ IsAtomicSum (twoBand + band 1 2 0) := by
  have h : twoBand = band 0 2 1 + band 1 0 2 + band 0 0 0 - band 1 2 0 := by
    funext k j
    revert k j
    decide +kernel
  refine ⟨h, fun hv => twoBand_add_not_atomic 0 (by simpa using hv),
    band_mem_atoms (by decide), ?_⟩
  -- the negative term cancels against the added band
  rw [h, sub_add_cancel]
  exact add_mem (add_mem
    (AddSubmonoid.subset_closure (band_mem_atoms (by decide)))
    (AddSubmonoid.subset_closure (band_mem_atoms (by decide))))
    (AddSubmonoid.subset_closure (band_mem_atoms (by decide)))

end FragileBandsP3
```

Counting exponents at each momentum gives

$$\text{twoBand}=(0,2,1)+(1,0,2)+(0,0,0)-(1,2,0).$$

The case $m=0$ above excludes an atomic sum. Adding $(1,2,0)$ cancels the negative term and leaves three atomic bands.

For non-interacting electrons in p3, an isolated pair of bands with these exponents therefore has no tight-binding model built from two symmetric localized orbitals per unit cell. The word "fragile" in the name `twoBand_fragile` means that the data are not atomic but become so when an atomic band is added. It refers to symmetry data alone: atomic data after the addition do not guarantee that the enlarged set of bands has symmetric localized Wannier functions.

```lean
#print axioms FragileBandsP3.atomicCombination_iff
#print axioms FragileBandsP3.atomicCombination_iff_trivialized
#print axioms FragileBandsP3.twoBand_add_not_atomic
#print axioms FragileBandsP3.twoBand_fragile
```

```
'FragileBandsP3.atomicCombination_iff' depends on axioms: [propext, Classical.choice, Quot.sound]
'FragileBandsP3.atomicCombination_iff_trivialized' depends on axioms: [propext, Classical.choice, Quot.sound]
'FragileBandsP3.twoBand_add_not_atomic' depends on axioms: [propext, Classical.choice, Quot.sound]
'FragileBandsP3.twoBand_fragile' depends on axioms: [propext, Classical.choice, Quot.sound]
```
